# The squared end-amplitude sum of the nonbonding orbital in an odd Hückel chain

Take the three-atom π chain of allyl, with amplitudes $c_0,c_1,c_2$. For a nonbonding orbital the neighbouring amplitudes of each atom sum to zero. The end atoms give $c_1=0$ and the middle atom gives $c_0+c_2=0$, so the normalised orbital is $(1,0,-1)/\sqrt2$ up to sign, and its end amplitudes cancel. Two more atoms give $(1,0,-1,0,1)/\sqrt3$. Now the ends have equal sign, and $(c_0+c_4)^2=4/3$.

This matters for a methylene group that bridges the two ends. In Whiffen's rule its proton hyperfine coupling is taken proportional to $(c_{\text{first}}+c_{\text{last}})^2$, because the hydrogen combination that overlaps with the π system couples to both ends in phase. That proportionality is a physical assumption. What is derived here is the orbital factor, for a non-interacting chain with equal sites and equal couplings.

## Alternating amplitudes and their interference

Number the atoms $0,\dots,2m$. Let $A$ be the adjacency matrix, with entry 1 between neighbours and 0 elsewhere, and set $c_{2m+1}=0$ beyond the chain. Then

$$(Ac)_0=c_1,\qquad (Ac)_{k+1}=c_k+c_{k+2}\quad(k+1\le 2m).$$

If $Ac=0$, then $c_1=0$ and $c_{k+2}=-c_k$. All odd-numbered amplitudes vanish, and $c_{2j}=(-1)^jc_0$. Hence $c=c_0p$ with $p=(1,0,-1,0,\dots,(-1)^m)$.

Conversely, $Ap=0$: the recurrence satisfies every row, including the last, because $p$ continued to the odd site $2m+1$ is zero there. The kernel is therefore the line spanned by $p$.

The pattern has $m+1$ entries $\pm1$, so $p\cdot p=m+1$. Normalisation $c\cdot c=1$ gives $c_0^2=1/(m+1)$, and $c_{2m}=(-1)^mc_0$. Therefore

$$(c_0+c_{2m})^2=\frac{(1+(-1)^m)^2}{m+1}=\begin{cases}4/(m+1)&m\text{ even}\\0&m\text{ odd.}\end{cases}$$

For the Hückel matrix $H=\alpha 1+\beta A$, with site energy $\alpha$ and coupling $\beta$, the equation $Hc=\alpha c$ reduces to $\beta Ac=0$. If $\beta\ne0$, this is $Ac=0$ again. If $\beta=0$, every vector has energy $\alpha$: on three atoms $(1,0,1)/\sqrt2$ is then allowed, and its squared end sum is 2 instead of 0.

In a numerical Hückel calculation, one diagonalises $H$ for the chain, picks the eigenvector at energy $\alpha$, adds its two end coefficients and then squares. The arbitrary overall sign of the eigenvector drops out. The populations $c_i^2$ do not record the relative sign of the two ends; for this orbital the parity of $m$ supplies it.

## The chain and its orbitals in Lean

```lean
import Mathlib

open Matrix

namespace WhiffenRule

noncomputable section
```

Sites are elements of `Fin N`, counted from zero, and all matrices and amplitudes are real.

```lean
/-- The adjacency matrix of a chain of `N` atoms, with entry one between consecutive sites. -/
def pathAdj (N : ℕ) : Matrix (Fin N) (Fin N) ℝ :=
  Matrix.of fun i j => if i.val + 1 = j.val ∨ j.val + 1 = i.val then 1 else 0

/-- The Hückel Hamiltonian of a chain of `2m+1` atoms with site energy `α` and
nearest-neighbour coupling `β`. -/
def huckel (α β : ℝ) (m : ℕ) : Matrix (Fin (2 * m + 1)) (Fin (2 * m + 1)) ℝ :=
  α • (1 : Matrix (Fin (2 * m + 1)) (Fin (2 * m + 1)) ℝ) + β • pathAdj (2 * m + 1)
```

The methylene group itself is not a site of this matrix. Overlap, electron repulsion and spin polarisation are absent too.

The function `amp` extends an orbital by zero beyond the chain. `nbPattern` is the pattern $p$ on all natural numbers, and `nbmo` is its unnormalised restriction to the chain.

```lean
/-- The orbital amplitude at site `k`, set to zero beyond the end of the chain. -/
def amp {N : ℕ} (c : Fin N → ℝ) (k : ℕ) : ℝ :=
  if h : k < N then c ⟨k, h⟩ else 0

/-- The alternating pattern `1, 0, -1, 0, 1, ...` on the sites `0, 1, 2, ...`. -/
def nbPattern (k : ℕ) : ℝ := if k % 2 = 0 then (-1) ^ (k / 2) else 0

/-- The alternating pattern restricted to a chain of `2m+1` atoms, not normalised. -/
def nbmo (m : ℕ) : Fin (2 * m + 1) → ℝ := fun i => nbPattern i.val
```

## Rows of the kernel equation

The first lemma picks one amplitude out of a sum over sites. The next two use it to obtain the formulas for $(Ac)_0$ and $(Ac)_{k+1}$, comparing the sums term by term.

```lean
/-- Summing an orbital over the sites with label `k` gives its amplitude at `k`. -/
theorem sum_site {N : ℕ} (c : Fin N → ℝ) (k : ℕ) :
    ∑ j : Fin N, (if j.val = k then c j else 0) = amp c k := by
  unfold amp
  split_ifs with h
  · rw [Finset.sum_eq_single (⟨k, h⟩ : Fin N)]
    · simp
    · intro b _ hb
      exact if_neg (fun e => hb (Fin.ext e))
    · simp
  · apply Finset.sum_eq_zero
    intro j _
    have hj : ¬ j.val = k := by
      have := j.isLt
      omega
    exact if_neg hj

/-- At the first atom the adjacency matrix returns the amplitude at site 1, which is zero if the
chain has only one atom. -/
theorem row_first {N : ℕ} (c : Fin N → ℝ) (h : 0 < N) :
    (pathAdj N *ᵥ c) ⟨0, h⟩ = amp c 1 := by
  rw [← sum_site c 1]
  simp only [Matrix.mulVec, dotProduct, pathAdj, Matrix.of_apply]
  apply Finset.sum_congr rfl
  intro j _
  by_cases h1 : j.val = 1
  · have h2 : 0 + 1 = j.val ∨ j.val + 1 = 0 := by omega
    rw [if_pos h2, if_pos h1, one_mul]
  · have h2 : ¬ (0 + 1 = j.val ∨ j.val + 1 = 0) := by omega
    rw [if_neg h2, if_neg h1, zero_mul]

/-- At every later atom the adjacency matrix returns the sum of the amplitudes at the sites before
and after it, where a site beyond the end of the chain counts as zero. -/
theorem row_succ {N : ℕ} (c : Fin N → ℝ) (k : ℕ) (h : k + 1 < N) :
    (pathAdj N *ᵥ c) ⟨k + 1, h⟩ = amp c k + amp c (k + 2) := by
  rw [← sum_site c k, ← sum_site c (k + 2), ← Finset.sum_add_distrib]
  simp only [Matrix.mulVec, dotProduct, pathAdj, Matrix.of_apply]
  apply Finset.sum_congr rfl
  intro j _
  by_cases h1 : j.val = k
  · have h2 : ¬ j.val = k + 2 := by omega
    have h3 : k + 1 + 1 = j.val ∨ j.val + 1 = k + 1 := by omega
    rw [if_pos h3, if_pos h1, if_neg h2]
    ring
  · by_cases h2 : j.val = k + 2
    · have h3 : k + 1 + 1 = j.val ∨ j.val + 1 = k + 1 := by omega
      rw [if_pos h3, if_neg h1, if_pos h2]
      ring
    · have h3 : ¬ (k + 1 + 1 = j.val ∨ j.val + 1 = k + 1) := by omega
      rw [if_neg h3, if_neg h1, if_neg h2]
      ring
```

## The kernel as a single line

The sign change over two sites is recorded first.

```lean
/-- The alternating pattern changes sign when one moves by two sites. -/
theorem nbPattern_step (k : ℕ) : nbPattern (k + 2) = -nbPattern k := by
  have h1 : (k + 2) % 2 = k % 2 := by omega
  have h2 : (k + 2) / 2 = k / 2 + 1 := by omega
  simp only [nbPattern, h1, h2, pow_succ]
  split_ifs <;> ring
```

In `kernel_iff`, the forward direction is a strong induction on the site number: site 0 is immediate, site 1 uses the first row, and site $k+2$ combines a later row with the result at $k$. The reverse direction checks each row for `nbmo m`, using the zero at site $2m+1$.

```lean
/-- An orbital on `2m+1` atoms is annihilated by the adjacency matrix exactly when it is
the alternating pattern multiplied by its amplitude on the first atom. -/
theorem kernel_iff (m : ℕ) (c : Fin (2 * m + 1) → ℝ) :
    pathAdj (2 * m + 1) *ᵥ c = 0 ↔ c = c 0 • nbmo m := by
  constructor
  · intro hc
    -- the rows of the kernel equation fix all amplitudes from the first one
    have key : ∀ k, k < 2 * m + 1 → amp c k = amp c 0 * nbPattern k := by
      intro k
      induction k using Nat.strong_induction_on with
      | _ k ih =>
        intro hk
        rcases k with _ | _ | k
        · simp [nbPattern]
        · have hr := row_first c (by omega)
          rw [hc, Pi.zero_apply] at hr
          change amp c 1 = amp c 0 * nbPattern 1
          rw [← hr]
          simp [nbPattern]
        · have hr := row_succ c k (by omega)
          rw [hc, Pi.zero_apply] at hr
          have hi := ih k (by omega) (by omega)
          change amp c (k + 2) = amp c 0 * nbPattern (k + 2)
          rw [nbPattern_step]
          linear_combination -hr - hi
    have h0 : amp c 0 = c 0 := by simp [amp]
    funext i
    have hi : amp c i.val = c i := dif_pos i.isLt
    have hk := key i.val i.isLt
    rw [hi, h0] at hk
    exact hk
  · intro h
    -- the pattern vanishes at the site just beyond the chain
    have ha : ∀ k, k ≤ 2 * m + 1 → amp (nbmo m) k = nbPattern k := by
      intro k hk
      by_cases hlt : k < 2 * m + 1
      · exact dif_pos hlt
      · have hodd : ¬ k % 2 = 0 := by omega
        rw [amp, dif_neg hlt, nbPattern, if_neg hodd]
    have hz : pathAdj (2 * m + 1) *ᵥ nbmo m = 0 := by
      funext i
      obtain ⟨k, hk⟩ := i
      rcases k with _ | k
      · rw [row_first, ha 1 (by omega)]
        simp [nbPattern]
      · rw [row_succ, ha k (by omega), ha (k + 2) (by omega), nbPattern_step]
        simp
    rw [h, Matrix.mulVec_smul, hz, smul_zero]
```

## Normalisation and the end atoms

Induction on $m$ gives the squared norm: each step adds one zero and one entry of square 1.

```lean
/-- The alternating pattern on `2m+1` atoms has squared norm `m+1`. -/
theorem nbmo_norm (m : ℕ) : nbmo m ⬝ᵥ nbmo m = (m : ℝ) + 1 := by
  simp only [dotProduct, nbmo]
  rw [Fin.sum_univ_eq_sum_range (fun k => nbPattern k * nbPattern k) (2 * m + 1)]
  induction m with
  | zero => simp [nbPattern]
  | succ n ih =>
    have h1 : nbPattern (2 * n + 1) = 0 := if_neg (by omega)
    have h2 : nbPattern (2 * n + 1 + 1) * nbPattern (2 * n + 1 + 1) = 1 := by
      have e : (2 * n + 1 + 1) % 2 = 0 := by omega
      rw [nbPattern, if_pos e, ← mul_pow]
      simp
    rw [show 2 * (n + 1) + 1 = 2 * n + 1 + 1 + 1 by ring, Finset.sum_range_succ,
      Finset.sum_range_succ, ih, h1, h2]
    push_cast
    ring
```

Substituting $c=c_0p$ into `c ⬝ᵥ c = 1` gives the end density, and evaluating $p$ at site $2m$ gives the relative sign.

```lean
/-- In a normalised kernel orbital the first atom has density `1/(m+1)`, and the last
amplitude is `(-1)^m` times the first. -/
theorem end_amplitudes (m : ℕ) (c : Fin (2 * m + 1) → ℝ)
    (hc : pathAdj (2 * m + 1) *ᵥ c = 0) (hn : c ⬝ᵥ c = 1) :
    c 0 ^ 2 = 1 / ((m : ℝ) + 1) ∧ c (Fin.last (2 * m)) = (-1) ^ m * c 0 := by
  have h := (kernel_iff m c).mp hc
  constructor
  · have hs : c ⬝ᵥ c = (c 0 • nbmo m) ⬝ᵥ (c 0 • nbmo m) := by rw [← h]
    rw [hn, smul_dotProduct, dotProduct_smul, nbmo_norm, smul_eq_mul, smul_eq_mul] at hs
    have hm : (m : ℝ) + 1 ≠ 0 := by positivity
    rw [eq_div_iff hm]
    linear_combination -hs
  · have hl : c (Fin.last (2 * m)) = c 0 * nbPattern (2 * m) :=
      congrFun h (Fin.last (2 * m))
    have hp : nbPattern (2 * m) = (-1) ^ m := by simp [nbPattern]
    rw [hl, hp, mul_comm]
```

## The even–odd rule

`whiffen_rule` says that the kernel has dimension one and that every normalised kernel vector obeys the two parity formulas. The dimension follows by identifying the kernel with the span of the nonzero vector `nbmo m`. The case $m=0$ is included; there the first and last atoms coincide, and the value 4 is $(2c_0)^2$.

```lean
/-- The adjacency matrix of a chain of `2m+1` atoms has a one-dimensional kernel. For a
normalised kernel orbital the squared sum of the end amplitudes is `4/(m+1)` for even `m`
and zero for odd `m`. -/
theorem whiffen_rule (m : ℕ) :
    Module.finrank ℝ (LinearMap.ker (pathAdj (2 * m + 1)).mulVecLin) = 1 ∧
    ∀ c : Fin (2 * m + 1) → ℝ, pathAdj (2 * m + 1) *ᵥ c = 0 → c ⬝ᵥ c = 1 →
      (Even m → (c 0 + c (Fin.last (2 * m))) ^ 2 = 4 / ((m : ℝ) + 1)) ∧
      (Odd m → (c 0 + c (Fin.last (2 * m))) ^ 2 = 0) := by
  constructor
  · have h0 : nbmo m 0 = 1 := by simp [nbmo, nbPattern]
    have hker : LinearMap.ker (pathAdj (2 * m + 1)).mulVecLin
        = Submodule.span ℝ {nbmo m} := by
      ext c
      rw [LinearMap.mem_ker, Matrix.mulVecLin_apply, kernel_iff,
        Submodule.mem_span_singleton]
      constructor
      · intro h
        exact ⟨c 0, h.symm⟩
      · rintro ⟨a, rfl⟩
        rw [Pi.smul_apply, h0, smul_eq_mul, mul_one]
    have hne : nbmo m ≠ 0 := by
      intro h
      have h1 := congrFun h 0
      rw [h0] at h1
      simp at h1
    rw [hker, finrank_span_singleton hne]
  · intro c hc hn
    obtain ⟨hd, hl⟩ := end_amplitudes m c hc hn
    constructor
    · intro he
      -- equal end amplitudes add up
      rw [hl, he.neg_one_pow]
      linear_combination 4 * hd
    · intro ho
      -- opposite end amplitudes cancel
      rw [hl, ho.neg_one_pow]
      ring
```

The last theorem assumes `β ≠ 0` and an eigenvector of energy `α`. It removes the common term $\alpha c$, cancels $\beta$ and applies the previous result. That this orbital holds the unpaired electron is part of the physical reading, since no electron filling appears in the statement.

```lean
/-- For nonzero coupling, a normalised Hückel orbital of energy `α` on `2m+1` atoms has
squared end-amplitude sum `4/(m+1)` for even `m` and zero for odd `m`. -/
theorem whiffen_rule_huckel (α β : ℝ) (hβ : β ≠ 0) (m : ℕ) (c : Fin (2 * m + 1) → ℝ)
    (hc : huckel α β m *ᵥ c = α • c) (hn : c ⬝ᵥ c = 1) :
    (Even m → (c 0 + c (Fin.last (2 * m))) ^ 2 = 4 / ((m : ℝ) + 1)) ∧
    (Odd m → (c 0 + c (Fin.last (2 * m))) ^ 2 = 0) := by
  rw [huckel, Matrix.add_mulVec, Matrix.smul_mulVec, Matrix.smul_mulVec,
    Matrix.one_mulVec, add_eq_left] at hc
  exact (whiffen_rule m).2 c ((smul_eq_zero.mp hc).resolve_left hβ) hn

end

end WhiffenRule
```

```lean
#print axioms WhiffenRule.whiffen_rule_huckel
```

```
'WhiffenRule.whiffen_rule_huckel' depends on axioms: [propext, Classical.choice, Quot.sound]
```
